# Second-harmonic generation: a conserved intensity and the 2/π bound over whole mismatch periods

For a crystal poled in step with the mismatch, $g(z)=\operatorname{sign}(\sin Dz)$, a plane-wave calculation can replace the oscillating factor $g(z)e^{iDz}$ by its average over one period, $2i/\pi$, and then step over many domains at once. Here $g=\pm1$ is the sign of the nonlinear coefficient and $D$ the wave-vector mismatch. For a constant pump and whole periods, this reproduces the harmonic amplitude at the exit exactly; with a depleted pump it is an approximation for amplitudes that change little over one period. The results below give the modulus $2/\pi$ and show that no real modulation with $|g|\le1$ does better over the same length.

```lean
import Mathlib

open MeasureTheory ComplexConjugate
open Complex (I)
open scoped Real

namespace SecondHarmonicGeneration

noncomputable section
```

## The coupled waves and their invariant

Let $A_1$ and $A_2$ be the slowly varying amplitudes of the fundamental and the second harmonic, scaled so that $|A_j|^2$ is proportional to photon flux. With real coupling $k(z)$, which stands for a lossless medium,

$$A_1'=ik\bar A_1A_2e^{-iDz},\qquad A_2'=\tfrac{ik}{2}A_1^2e^{iDz}.$$

`CoupledWaves` requires both equations at every real $z$. This excludes a jump in $k$ where $A_1\ne0$, so poling enters below only through an integral.

```lean
/-- The coupled amplitude equations of second-harmonic generation, with real coupling profile
`k z` and wave-vector mismatch `D`, for the fundamental `A₁` and the second harmonic `A₂`. -/
structure CoupledWaves (k : ℝ → ℝ) (D : ℝ) (A₁ A₂ : ℝ → ℂ) : Prop where
  fundamental : ∀ z, HasDerivAt A₁
    (I * (k z : ℂ) * conj (A₁ z) * A₂ z * Complex.exp (-(((D * z : ℝ) : ℂ) * I))) z
  harmonic : ∀ z, HasDerivAt A₂
    (I * ((k z / 2 : ℝ) : ℂ) * A₁ z ^ 2 * Complex.exp (((D * z : ℝ) : ℂ) * I)) z
```

The growth integral is $J=\int_0^L g(z)e^{iDz}\,dz$, with $g$ real.

```lean
/-- The growth integral of `g z * exp (i D z)` over a crystal of length `L`, where `g` is the
modulation of the nonlinear coefficient. -/
def growthIntegral (g : ℝ → ℝ) (D L : ℝ) : ℂ :=
  ∫ z in (0 : ℝ)..L, (g z : ℂ) * Complex.exp (((D * z : ℝ) : ℂ) * I)
```

The poling profile is $g(z)=\operatorname{sign}(\sin Dz)$, with domains of length $\pi/D$ when $D>0$.

```lean
/-- The square-wave poling profile, the sign of `sin (D z)`. -/
def poling (D z : ℝ) : ℝ := Real.sign (Real.sin (D * z))
```

Put $X=\bar A_1^2A_2e^{-iDz}$. Then

$$\frac{d}{dz}\left(|A_1|^2+2|A_2|^2\right)=2k\,\mathrm{Re}\left[i(X+\bar X)\right]=0,$$

because $X+\bar X$ is real. A photon of the second harmonic carries twice the energy of a fundamental one, so the conserved sum is proportional to the total intensity. In Lean, `he` identifies the two phase factors as conjugates, and `ring` cancels the real and imaginary parts. A zero derivative everywhere gives equal values at any `z` and `w`.

```lean
/-- Along any solution of the coupled equations, `|A₁|² + 2 |A₂|²` has the same value at any
two positions in the crystal. -/
theorem intensity_conserved {k : ℝ → ℝ} {D : ℝ} {A₁ A₂ : ℝ → ℂ}
    (h : CoupledWaves k D A₁ A₂) (z w : ℝ) :
    ‖A₁ z‖ ^ 2 + 2 * ‖A₂ z‖ ^ 2 = ‖A₁ w‖ ^ 2 + 2 * ‖A₂ w‖ ^ 2 := by
  have hd : ∀ z, HasDerivAt (fun z => ‖A₁ z‖ ^ 2 + 2 * ‖A₂ z‖ ^ 2) 0 z := by
    intro z
    have h1 := (h.fundamental z).norm_sq
    have h2 := (h.harmonic z).norm_sq.const_mul (2 : ℝ)
    refine (h1.fun_add h2).congr_deriv ?_
    -- the two phase factors are complex conjugates, so the two energy flows cancel
    have he : Complex.exp (-(((D * z : ℝ) : ℂ) * I))
        = conj (Complex.exp (((D * z : ℝ) : ℂ) * I)) := by
      rw [← Complex.exp_conj, map_mul, Complex.conj_ofReal, Complex.conj_I, mul_neg]
    rw [he]
    generalize Complex.exp (((D * z : ℝ) : ℂ) * I) = e
    simp only [Complex.inner, pow_two, Complex.mul_re, Complex.mul_im, Complex.conj_re,
      Complex.conj_im, Complex.I_re, Complex.I_im, Complex.ofReal_re, Complex.ofReal_im]
    ring
  exact is_const_of_deriv_eq_zero (fun z => (hd z).differentiableAt) (fun z => (hd z).deriv) z w
```

For constant $k$ and $D=0$, an explicit solution is $A_1=\sqrt2\,b\,\mathrm{sech}(kbz)$, $A_2=ib\tanh(kbz)$. Indeed $A_1'=-kA_1\,b\tanh(kbz)=ikA_1A_2$ and $A_2'=ikb^2\mathrm{sech}^2(kbz)=\tfrac{ik}{2}A_1^2$. The proof differentiates the real profiles and then restores the factors of $i$.

```lean
/-- At perfect phase matching and constant coupling `k`, the profiles `√2 b / cosh (k b z)` and
`i b tanh (k b z)` solve the coupled equations. -/
theorem coupledWaves_witness (k b : ℝ) :
    CoupledWaves (fun _ => k) 0
      (fun z => ((Real.sqrt 2 * b / Real.cosh (k * b * z) : ℝ) : ℂ))
      (fun z => I * ((b * Real.sinh (k * b * z) / Real.cosh (k * b * z) : ℝ) : ℂ)) := by
  have hl : ∀ z : ℝ, HasDerivAt (fun z => k * b * z) (k * b) z := fun z => by
    simpa using (hasDerivAt_id z).const_mul (k * b)
  have hne : ∀ z : ℝ, Real.cosh (k * b * z) ≠ 0 := fun z => (Real.cosh_pos _).ne'
  constructor
  · intro z
    have hr : HasDerivAt (fun z => Real.sqrt 2 * b / Real.cosh (k * b * z))
        (-(k * (Real.sqrt 2 * b / Real.cosh (k * b * z)) *
          (b * Real.sinh (k * b * z) / Real.cosh (k * b * z)))) z := by
      refine ((hasDerivAt_const z (Real.sqrt 2 * b)).fun_div (hl z).cosh (hne z)).congr_deriv ?_
      ring
    refine hr.ofReal_comp.congr_deriv ?_
    simp only [zero_mul, Complex.ofReal_zero, neg_zero, Complex.exp_zero, mul_one,
      Complex.conj_ofReal]
    generalize Real.sqrt 2 * b / Real.cosh (k * b * z) = p
    generalize b * Real.sinh (k * b * z) / Real.cosh (k * b * z) = q
    push_cast
    linear_combination (-(k * p * q : ℂ)) * Complex.I_sq
  · intro z
    have h2 : Real.sqrt 2 ^ 2 = 2 := Real.sq_sqrt (by norm_num)
    have hr : HasDerivAt (fun z => b * Real.sinh (k * b * z) / Real.cosh (k * b * z))
        (k / 2 * (Real.sqrt 2 * b / Real.cosh (k * b * z)) ^ 2) z := by
      refine (((hl z).sinh.const_mul b).fun_div (hl z).cosh (hne z)).congr_deriv ?_
      linear_combination (k * b ^ 2 / Real.cosh (k * b * z) ^ 2) * Real.cosh_sq (k * b * z)
        - (k / 2 * b ^ 2 / Real.cosh (k * b * z) ^ 2) * h2
    refine (hr.ofReal_comp.const_mul I).congr_deriv ?_
    simp only [zero_mul, Complex.ofReal_zero, Complex.exp_zero, mul_one]
    generalize Real.sqrt 2 * b / Real.cosh (k * b * z) = p
    push_cast
    ring
```

## Growth in a uniform crystal

The phase factor integrates to

$$\int_a^b e^{i\theta}\,d\theta=\frac{e^{ib}-e^{ia}}{i}.$$

```lean
/-- The integral of the phase factor `exp (i θ)` between two phases. -/
theorem integral_phase (a b : ℝ) : ∫ θ in a..b, Complex.exp ((θ : ℂ) * I)
    = (Complex.exp ((b : ℂ) * I) - Complex.exp ((a : ℂ) * I)) / I := by
  have h := integral_exp_mul_complex (a := a) (b := b) Complex.I_ne_zero
  simp only [mul_comm I] at h
  exact h
```

Take $g=1$ and $D>0$, and substitute $\theta=Dz$. Since $e^{2iu}-1=2i\sin u\,e^{iu}$, setting $u=DL/2$ gives $|J|=2|\sin(DL/2)|/D$. The step `chord` is this identity in modulus.

```lean
/-- In a uniform crystal with mismatch `D > 0` the growth integral has modulus
`2 |sin (D L / 2)| / D`. -/
theorem norm_growth_uniform {D : ℝ} (hD : 0 < D) (L : ℝ) :
    ‖growthIntegral (fun _ => 1) D L‖ = 2 * |Real.sin (D * L / 2)| / D := by
  -- the chord between the phases 0 and 2u
  have chord : ∀ u : ℝ, ‖Complex.exp (((2 * u : ℝ) : ℂ) * I) - 1‖ = 2 * |Real.sin u| := by
    intro u
    have e1 : Complex.exp (((2 * u : ℝ) : ℂ) * I)
        = Complex.exp (u * I) * Complex.exp (u * I) := by
      rw [← Complex.exp_add]
      congr 1
      push_cast
      ring
    have e2 : Complex.exp (-u * I) * Complex.exp (u * I) = 1 := by
      rw [← Complex.exp_add, neg_mul, neg_add_cancel, Complex.exp_zero]
    have e3 : Complex.exp (((2 * u : ℝ) : ℂ) * I) - 1
        = 2 * I * ((Real.sin u : ℝ) : ℂ) * Complex.exp (u * I) := by
      rw [e1, Complex.ofReal_sin, Complex.sin]
      linear_combination e2 + (Complex.exp (u * I) * Complex.exp (u * I)
        - Complex.exp (-u * I) * Complex.exp (u * I)) * Complex.I_sq
    rw [e3, norm_mul, norm_mul, norm_mul, Complex.norm_exp_ofReal_mul_I, Complex.norm_I,
      Complex.norm_real, Real.norm_eq_abs, Complex.norm_ofNat]
    ring
  have h : (∫ z in (0 : ℝ)..L, Complex.exp (((D * z : ℝ) : ℂ) * I))
      = D⁻¹ • ∫ θ in (D * 0)..(D * L), Complex.exp ((θ : ℂ) * I) :=
    intervalIntegral.integral_comp_mul_left (fun θ : ℝ => Complex.exp ((θ : ℂ) * I)) hD.ne'
  have hc := chord (D * L / 2)
  rw [show 2 * (D * L / 2) = D * L by ring] at hc
  simp only [growthIntegral, Complex.ofReal_one, one_mul]
  rw [h, integral_phase, norm_smul, norm_div, Complex.norm_I, div_one, mul_zero,
    Complex.ofReal_zero, zero_mul, Complex.exp_zero, hc, Real.norm_eq_abs,
    abs_of_pos (inv_pos.2 hD)]
  ring
```

If the pump is held at a constant $a$ and $A_2(0)=0$, integration gives $A_2(L)=\tfrac{ik}{2}a^2J$, hence

$$|A_2(L)|=\frac{|k||a|^2|\sin(DL/2)|}{D}.$$

The constant pump is an assumption that replaces the equation for $A_1$; its error is not estimated.

```lean
/-- With an undepleted pump `a`, mismatch `D > 0` and no harmonic at the entrance, the harmonic
amplitude at `L` has modulus `|k| |a|² |sin (D L / 2)| / D`. -/
theorem undepleted_harmonic {k D : ℝ} (hD : 0 < D) (a : ℂ) {A₂ : ℝ → ℂ} (h0 : A₂ 0 = 0)
    (h : ∀ z, HasDerivAt A₂
      (I * ((k / 2 : ℝ) : ℂ) * a ^ 2 * Complex.exp (((D * z : ℝ) : ℂ) * I)) z) (L : ℝ) :
    ‖A₂ L‖ = |k| * ‖a‖ ^ 2 * |Real.sin (D * L / 2)| / D := by
  have hi := intervalIntegral.integral_eq_sub_of_hasDerivAt (a := 0) (b := L)
    (fun z _ => h z) (Continuous.intervalIntegrable (by fun_prop) _ _)
  rw [h0, sub_zero, intervalIntegral.integral_const_mul] at hi
  have hg := norm_growth_uniform hD L
  simp only [growthIntegral, Complex.ofReal_one, one_mul] at hg
  rw [← hi, norm_mul, hg, norm_mul, norm_mul, norm_pow, Complex.norm_I, Complex.norm_real,
    Real.norm_eq_abs, abs_div, abs_two]
  ring
```

## Poling over whole periods

Let $L=2\pi N/D$, with $N$ a natural number. For a $2\pi$-periodic $f$, substitution and induction on the number of periods give

$$\int_0^L f(Dz)\,dz=\frac ND\int_0^{2\pi}f(\theta)\,d\theta.$$

```lean
/-- For a locally integrable function of the phase `D z` with period `2π` and `D > 0`, the integral
over `z` from `0` to `2πN/D` is `N / D` times the integral over the phase from `0` to `2π`. -/
theorem integral_periods {E : Type*} [NormedAddCommGroup E] [NormedSpace ℝ E] {f : ℝ → E}
    (hf : Function.Periodic f (2 * π)) (hi : ∀ a b, IntervalIntegrable f volume a b)
    {D : ℝ} (hD : 0 < D) (N : ℕ) :
    ∫ z in (0 : ℝ)..(2 * π * N / D), f (D * z) = (N / D : ℝ) • ∫ θ in (0 : ℝ)..(2 * π), f θ := by
  have key : ∀ n : ℕ, ∫ θ in (0 : ℝ)..(2 * π * n), f θ
      = (n : ℝ) • ∫ θ in (0 : ℝ)..(2 * π), f θ := by
    intro n
    induction n with
    | zero => simp
    | succ n ih =>
      have e : 2 * π * ((n + 1 : ℕ) : ℝ) = 2 * π * n + 2 * π := by push_cast; ring
      rw [e, ← intervalIntegral.integral_add_adjacent_intervals (hi 0 (2 * π * n)) (hi _ _), ih,
        hf.intervalIntegral_add_eq (2 * π * n) 0, zero_add, Nat.cast_succ, add_smul, one_smul]
  have hD' := hD.ne'
  rw [intervalIntegral.integral_comp_mul_left f hD', mul_zero,
    show D * (2 * π * N / D) = 2 * π * N by field_simp, key, smul_smul]
  congr 1
  ring
```

For the poled crystal the two half periods contribute

$$\int_0^\pi e^{i\theta}d\theta=2i,\qquad -\int_\pi^{2\pi}e^{i\theta}d\theta=2i.$$

Thus $J=4iN/D$ and $|J|=4N/D=(2/\pi)L$. The Lean proof replaces the sign by $\pm1$ almost everywhere, since it vanishes at the domain walls.

```lean
/-- Quasi-phase matching: for `D > 0` and a crystal of `N` full periods, `L = 2πN/D`, the
square-wave poling gives a growth integral of modulus exactly `(2/π) L`. -/
theorem norm_growth_poled {D : ℝ} (hD : 0 < D) (N : ℕ) :
    ‖growthIntegral (poling D) D (2 * π * N / D)‖ = 2 / π * (2 * π * N / D) := by
  let f : ℝ → ℂ := fun θ => ((Real.sign (Real.sin θ) : ℝ) : ℂ) * Complex.exp ((θ : ℂ) * I)
  have hp : Function.Periodic f (2 * π) := by
    intro θ
    simp only [f]
    rw [Real.sin_add_two_pi, Complex.ofReal_add, add_mul, Complex.exp_add]
    push_cast
    rw [Complex.exp_two_pi_mul_I, mul_one]
  have hs : Measurable Real.sign := by
    change Measurable (fun r : ℝ => if r < 0 then (-1 : ℝ) else if 0 < r then 1 else 0)
    exact Measurable.ite measurableSet_Iio measurable_const
      (Measurable.ite measurableSet_Ioi measurable_const measurable_const)
  have hm : Measurable f :=
    (Complex.measurable_ofReal.comp (hs.comp Real.measurable_sin)).mul
      (Continuous.measurable (by fun_prop))
  have hi : ∀ a b, IntervalIntegrable f volume a b := by
    intro a b
    refine (intervalIntegrable_const (c := (1 : ℝ))).mono_fun hm.aestronglyMeasurable
      (Filter.Eventually.of_forall fun θ => ?_)
    simp only [f]
    rw [norm_mul, Complex.norm_exp_ofReal_mul_I, Complex.norm_real]
    rcases Real.sign_apply_eq (Real.sin θ) with h | h | h <;> simp [h]
  have hπ := Real.pi_pos
  have hae : ∀ c : ℝ, ∀ᵐ x : ℝ, x ≠ c := fun c => by simp [ae_iff]
  -- first half period: the sign is +1
  have i1 : ∫ θ in (0 : ℝ)..π, f θ = 2 * I := by
    have : ∫ θ in (0 : ℝ)..π, f θ = ∫ θ in (0 : ℝ)..π, Complex.exp ((θ : ℂ) * I) := by
      apply intervalIntegral.integral_congr_ae
      filter_upwards [hae π] with θ hne hθ
      rw [Set.uIoc_of_le hπ.le] at hθ
      have := Real.sin_pos_of_pos_of_lt_pi hθ.1 (lt_of_le_of_ne hθ.2 hne)
      simp only [f, Real.sign_of_pos this, Complex.ofReal_one, one_mul]
    rw [this, integral_phase, Complex.exp_pi_mul_I, Complex.ofReal_zero, zero_mul,
      Complex.exp_zero, Complex.div_I]
    ring
  -- second half period: both the sign and the phase factor are reversed
  have i2 : ∫ θ in π..(2 * π), f θ = 2 * I := by
    have : ∫ θ in π..(2 * π), f θ = ∫ θ in π..(2 * π), -Complex.exp ((θ : ℂ) * I) := by
      apply intervalIntegral.integral_congr_ae
      filter_upwards [hae (2 * π)] with θ hne hθ
      rw [Set.uIoc_of_le (by linarith)] at hθ
      have hlt := lt_of_le_of_ne hθ.2 hne
      have h := Real.sin_pos_of_pos_of_lt_pi (x := θ - π) (by linarith [hθ.1]) (by linarith)
      rw [Real.sin_sub_pi] at h
      have hneg : Real.sin θ < 0 := by linarith
      simp only [f, Real.sign_of_neg hneg, Complex.ofReal_neg, Complex.ofReal_one, neg_mul,
        one_mul]
    rw [this, intervalIntegral.integral_neg, integral_phase, Complex.exp_pi_mul_I]
    push_cast
    rw [Complex.exp_two_pi_mul_I, Complex.div_I]
    ring
  have h : growthIntegral (poling D) D (2 * π * N / D)
      = (N / D : ℝ) • ∫ θ in (0 : ℝ)..(2 * π), f θ := integral_periods hp hi hD N
  have hN : (0 : ℝ) ≤ N / D := by positivity
  rw [h, ← intervalIntegral.integral_add_adjacent_intervals (hi 0 π) (hi π (2 * π)), i1, i2,
    show 2 * I + 2 * I = 4 * I by ring, norm_smul, norm_mul, Complex.norm_I, Complex.norm_ofNat,
    Real.norm_eq_abs, abs_of_nonneg hN]
  field_simp
  norm_num
```

In a constant-pump calculation with coupling $k\,g(z)$, this $J$ gives $|A_2(L)|=|k||a|^2L/\pi$, compared with $|k||a|^2L/2$ for a uniform crystal at $D=0$.

## The bound for every real modulation

For any offset $\varphi$, periodicity lets the integration window be shifted to start at $-\pi/2$. The cosine is then nonnegative on the first half and nonpositive on the second, so

$$\int_0^{2\pi}|\cos(\theta-\varphi)|\,d\theta=2+2=4.$$

```lean
/-- The integral of `|cos (θ - φ)|` over a full period is 4 for every phase offset `φ`. -/
theorem integral_abs_cos (φ : ℝ) : ∫ θ in (0 : ℝ)..(2 * π), |Real.cos (θ - φ)| = 4 := by
  have hπ := Real.pi_pos
  have hp : Function.Periodic (fun θ : ℝ => |Real.cos θ|) (2 * π) := fun θ => by
    simp only [Real.cos_add_two_pi]
  have hi : ∀ a b, IntervalIntegrable (fun θ : ℝ => |Real.cos θ|) volume a b :=
    fun a b => Real.continuous_cos.abs.intervalIntegrable a b
  have h1 : ∫ θ in (0 : ℝ)..(2 * π), |Real.cos (θ - φ)|
      = ∫ θ in (0 - φ)..(2 * π - φ), |Real.cos θ| :=
    intervalIntegral.integral_comp_sub_right (fun θ => |Real.cos θ|) φ
  have h2 : ∫ θ in (0 - φ)..(0 - φ + 2 * π), |Real.cos θ|
      = ∫ θ in (-(π / 2))..(-(π / 2) + 2 * π), |Real.cos θ| := hp.intervalIntegral_add_eq _ _
  have i1 : ∫ θ in (-(π / 2))..(π / 2), |Real.cos θ| = 2 := by
    have : ∫ θ in (-(π / 2))..(π / 2), |Real.cos θ| = ∫ θ in (-(π / 2))..(π / 2), Real.cos θ := by
      apply intervalIntegral.integral_congr
      intro θ hθ
      rw [Set.uIcc_of_le (by linarith)] at hθ
      exact abs_of_nonneg (Real.cos_nonneg_of_mem_Icc hθ)
    rw [this, integral_cos, Real.sin_neg, Real.sin_pi_div_two]
    norm_num
  have i2 : ∫ θ in (π / 2)..(-(π / 2) + 2 * π), |Real.cos θ| = 2 := by
    have : ∫ θ in (π / 2)..(-(π / 2) + 2 * π), |Real.cos θ|
        = ∫ θ in (π / 2)..(-(π / 2) + 2 * π), -Real.cos θ := by
      apply intervalIntegral.integral_congr
      intro θ hθ
      rw [Set.uIcc_of_le (by linarith)] at hθ
      exact abs_of_nonpos
        (Real.cos_nonpos_of_pi_div_two_le_of_le hθ.1 (by linarith [hθ.2]))
    rw [this, intervalIntegral.integral_neg, integral_cos, Real.sin_add_two_pi, Real.sin_neg,
      Real.sin_pi_div_two]
    norm_num
  rw [h1, show 2 * π - φ = 0 - φ + 2 * π by ring, h2,
    ← intervalIntegral.integral_add_adjacent_intervals (hi _ (π / 2)) (hi _ _), i1, i2]
  norm_num
```

Now let $g$ be integrable with $|g|\le1$ on $[0,L]$, and write $J=|J|e^{i\varphi}$. Multiplying by $e^{-i\varphi}$ and taking real parts gives

$$|J|=\int_0^L g(z)\cos(Dz-\varphi)\,dz\le\int_0^L|\cos(Dz-\varphi)|\,dz=\frac{4N}{D}=\frac2\pi L.$$

The steps `hrot` and `hre` carry out the rotation and the projection, and `calc` follows the displayed chain. The square wave attains the bound.

```lean
/-- For `D > 0` and `L = 2πN/D`, every integrable real modulation with `|g| ≤ 1` in the crystal
gives a growth integral of modulus at most `(2/π) L`. -/
theorem norm_growth_le {D : ℝ} (hD : 0 < D) (N : ℕ) {g : ℝ → ℝ}
    (hg : IntervalIntegrable g volume 0 (2 * π * N / D))
    (hb : ∀ z ∈ Set.Icc 0 (2 * π * N / D), |g z| ≤ 1) :
    ‖growthIntegral g D (2 * π * N / D)‖ ≤ 2 / π * (2 * π * N / D) := by
  have hL : 0 ≤ 2 * π * N / D := by positivity
  set J := growthIntegral g D (2 * π * N / D) with hJ
  set φ := Complex.arg J
  -- rotate the integral onto the positive real axis
  have hrot : ∫ z in (0 : ℝ)..(2 * π * N / D),
      (g z : ℂ) * Complex.exp (((D * z - φ : ℝ) : ℂ) * I) = (‖J‖ : ℂ) := by
    have e : ∀ z : ℝ, (g z : ℂ) * Complex.exp (((D * z - φ : ℝ) : ℂ) * I)
        = Complex.exp (-(φ * I)) * ((g z : ℂ) * Complex.exp (((D * z : ℝ) : ℂ) * I)) := by
      intro z
      rw [Complex.ofReal_sub, sub_mul, sub_eq_add_neg, Complex.exp_add]
      ring
    simp_rw [e]
    rw [intervalIntegral.integral_const_mul]
    change Complex.exp (-(φ * I)) * J = _
    have hexp : Complex.exp (-(φ * I)) * Complex.exp (φ * I) = 1 := by
      rw [← Complex.exp_add, neg_add_cancel, Complex.exp_zero]
    have hpolar : (‖J‖ : ℂ) * Complex.exp (φ * I) = J := Complex.norm_mul_exp_arg_mul_I J
    linear_combination (‖J‖ : ℂ) * hexp - Complex.exp (-(φ * I)) * hpolar
  have hF : IntervalIntegrable
      (fun z => (g z : ℂ) * Complex.exp (((D * z - φ : ℝ) : ℂ) * I)) volume 0
      (2 * π * N / D) := by
    have hgc : IntervalIntegrable (fun z => (g z : ℂ)) volume 0 (2 * π * N / D) :=
      ⟨hg.1.ofReal, hg.2.ofReal⟩
    exact hgc.mul_continuousOn (Continuous.continuousOn (by fun_prop))
  have hre : ∫ z in (0 : ℝ)..(2 * π * N / D), g z * Real.cos (D * z - φ) = ‖J‖ := by
    have h := Complex.reCLM.intervalIntegral_comp_comm hF
    rw [hrot] at h
    simpa only [Complex.reCLM_apply, Complex.re_ofReal_mul, Complex.exp_ofReal_mul_I_re,
      Complex.ofReal_re] using h
  have hp : Function.Periodic (fun θ : ℝ => |Real.cos (θ - φ)|) (2 * π) := fun θ => by
    simp only [show θ + 2 * π - φ = θ - φ + 2 * π by ring, Real.cos_add_two_pi]
  have hper : ∫ z in (0 : ℝ)..(2 * π * N / D), |Real.cos (D * z - φ)|
      = (N / D : ℝ) • ∫ θ in (0 : ℝ)..(2 * π), |Real.cos (θ - φ)| :=
    integral_periods hp (fun a b => Continuous.intervalIntegrable (by fun_prop) a b) hD N
  -- the modulation can at best follow the sign of the cosine
  calc ‖J‖ = ∫ z in (0 : ℝ)..(2 * π * N / D), g z * Real.cos (D * z - φ) := hre.symm
    _ ≤ ∫ z in (0 : ℝ)..(2 * π * N / D), |Real.cos (D * z - φ)| := by
        refine intervalIntegral.integral_mono_on hL
          (hg.mul_continuousOn (Continuous.continuousOn (by fun_prop)))
          (Continuous.intervalIntegrable (by fun_prop) _ _) fun z hz => ?_
        refine (le_abs_self _).trans ?_
        rw [abs_mul]
        exact mul_le_of_le_one_left (abs_nonneg _) (hb z hz)
    _ = 2 / π * (2 * π * N / D) := by
        rw [hper, integral_abs_cos, smul_eq_mul]
        field_simp
        norm_num

end

end SecondHarmonicGeneration
```

```lean
#print axioms SecondHarmonicGeneration.undepleted_harmonic
-- 'SecondHarmonicGeneration.undepleted_harmonic' depends on axioms: [propext, Classical.choice, Quot.sound]
#print axioms SecondHarmonicGeneration.integral_periods
-- 'SecondHarmonicGeneration.integral_periods' depends on axioms: [propext, Classical.choice, Quot.sound]
#print axioms SecondHarmonicGeneration.norm_growth_poled
-- 'SecondHarmonicGeneration.norm_growth_poled' depends on axioms: [propext, Classical.choice, Quot.sound]
#print axioms SecondHarmonicGeneration.norm_growth_le
-- 'SecondHarmonicGeneration.norm_growth_le' depends on axioms: [propext, Classical.choice, Quot.sound]
```
